# Over the plane waves of a periodic cubic box with integer components from −N to N, the kinetic energy averages N(N+1) times its lowest nonzero value in the box

The plane waves of a single particle in a periodic cubic box are labelled by integer triples, and the finite basis here keeps those whose components all lie between −N and N. The kinetic energy is taken as the squared length of the triple, so its unit is the lowest nonzero kinetic energy in the box. `sum_kinetic` states that these energies, summed over the basis with each plane wave counted once, give N(N+1)(2N+1)³, which is N(N+1) times the number of plane waves. The attempt splits the sum into one part for each component, puts in the known sum of squares `sum_mode_sq` and the count `card_mode`, and leaves the remaining algebra to `ring`.

In Lean, a first try:

```lean
import Mathlib

open Matrix Filter Topology
open scoped ComplexOrder

namespace SumKinetic

noncomputable section

/-- Plane waves in a cubic box: integer triples with every component between `-N` and `N`. -/
abbrev PlaneWave (N : ℕ) :=
  ↥(Finset.Icc (-(N : ℤ)) N) × ↥(Finset.Icc (-(N : ℤ)) N) × ↥(Finset.Icc (-(N : ℤ)) N)

/-- The kinetic energy of a plane wave, the squared length of its integer triple. -/
def kinetic {N : ℕ} (n : PlaneWave N) : ℝ :=
  ((n.1 : ℤ) : ℝ) ^ 2 + ((n.2.1 : ℤ) : ℝ) ^ 2 + ((n.2.2 : ℤ) : ℝ) ^ 2

lemma card_mode (N : ℕ) : Fintype.card ↥(Finset.Icc (-(N : ℤ)) N) = 2 * N + 1 := by
  rw [Fintype.card_coe, Int.card_Icc]
  omega

lemma sum_mode_sq (N : ℕ) : ∑ k : ↥(Finset.Icc (-(N : ℤ)) N), ((k : ℤ) : ℝ) ^ 2
    = (N : ℝ) * (N + 1) * (2 * N + 1) / 3 := by
  rw [Finset.sum_coe_sort (Finset.Icc (-(N : ℤ)) N) (fun k : ℤ => (k : ℝ) ^ 2)]
  induction N with
  | zero => simp
  | succ N ih =>
    -- raising the cutoff adds the two modes `N+1` and `-(N+1)`
    have hs : Finset.Icc (-((N + 1 : ℕ) : ℤ)) ((N + 1 : ℕ) : ℤ)
        = insert ((N : ℤ) + 1) (insert (-((N : ℤ) + 1)) (Finset.Icc (-(N : ℤ)) N)) := by
      ext k
      simp only [Finset.mem_insert, Finset.mem_Icc]
      omega
    rw [hs, Finset.sum_insert, Finset.sum_insert, ih]
    · push_cast
      ring
    · simp only [Finset.mem_Icc]
      omega
    · simp only [Finset.mem_insert, Finset.mem_Icc]
      omega

/-- The kinetic energies of all plane waves in the basis sum to `N(N+1)` times the
number of plane waves. -/
theorem sum_kinetic (N : ℕ) :
    ∑ n : PlaneWave N, kinetic n = (N : ℝ) * (N + 1) * (2 * N + 1) ^ 3 := by
  simp only [kinetic, Fintype.sum_prod_type, Finset.sum_add_distrib, Finset.sum_const,
    Finset.card_univ, nsmul_eq_mul, ← Finset.mul_sum, card_mode, sum_mode_sq]
  push_cast
  ring

end

end SumKinetic
```

Compiling this gives:

```
Try this:
  [apply] ring_nf
  
  The `ring` tactic failed to close the goal. Use `ring_nf` to obtain a normal form.
    
  Note that `ring` works primarily in *commutative* rings. If you have a noncommutative ring, abelian group or module, consider using `noncomm_ring`, `abel` or `module` instead.
Main.lean:45:74: error: unsolved goals
N : ℕ
⊢ ↑(Fintype.card (↥(Finset.Icc (-↑N) ↑N) × ↥(Finset.Icc (-↑N) ↑N))) * ↑N * (1 / 3) +
                  ↑(Fintype.card (↥(Finset.Icc (-↑N) ↑N) × ↥(Finset.Icc (-↑N) ↑N))) * ↑N ^ 2 +
                ↑(Fintype.card (↥(Finset.Icc (-↑N) ↑N) × ↥(Finset.Icc (-↑N) ↑N))) * ↑N ^ 3 * (2 / 3) +
              ↑N * (2 / 3) +
            ↑N ^ 2 * (14 / 3) +
          ↑N ^ 3 * 12 +
        ↑N ^ 4 * (40 / 3) +
      ↑N ^ 5 * (16 / 3) =
    ↑N + ↑N ^ 2 * 7 + ↑N ^ 3 * 18 + ↑N ^ 4 * 20 + ↑N ^ 5 * 8
```

What went wrong. The error shows the goal left over when `ring` could not close it; the "Try this" message only reports that failure and suggests `ring_nf`. In that goal the number of pairs of components, `Fintype.card (↥(Finset.Icc (-↑N) ↑N) × ↥(Finset.Icc (-↑N) ↑N))`, still stands unevaluated.

It comes from the square of the first component, which is constant while the other two vary. `Finset.sum_const` summed it over the pairs in one step, which gave the size of the product type as a factor. `card_mode` gives the size of a single range only and does not match a product, and no other lemma in the `simp only` list splits one. `ring` then treated the size as an unknown quantity, and the identity does not hold for an arbitrary value of it.

The repair adds `Fintype.card_prod`, which turns the size of the product into a product of two sizes. `card_mode` rewrites each as 2N+1, and `ring` closes the goal. Moving `sum_mode_sq` to a new line is mere layout.

The mended proof, as a diff:

```diff
@@ -45,5 +45,6 @@
     ∑ n : PlaneWave N, kinetic n = (N : ℝ) * (N + 1) * (2 * N + 1) ^ 3 := by
   simp only [kinetic, Fintype.sum_prod_type, Finset.sum_add_distrib, Finset.sum_const,
-    Finset.card_univ, nsmul_eq_mul, ← Finset.mul_sum, card_mode, sum_mode_sq]
+    Finset.card_univ, nsmul_eq_mul, ← Finset.mul_sum, Fintype.card_prod, card_mode,
+    sum_mode_sq]
   push_cast
   ring
```
